# Counting form of the Ducastelle–Cyrot-Lackmann theorem: equal moments of orders 1 to m ≥ 1 force at least m sign changes in the counting difference of two different spectra with equally many levels

**Q.** Suppose I plot the level counts of two tight-binding models with equally many levels and the same first two moments, and the curves cross once. Without a theorem, I would accept that plot.

**A.** And you would be accepting an error. Let $N_a(x)$ be the number of levels $a_i\le x$, and let $D=N_a-N_b$. If two different spectra of $n$ levels share $\sum_i a_i^k=\sum_i b_i^k$ for $k=1,\dots,m$, with $m\ge1$, then $D$ takes strictly alternating signs at some $m+1$ increasing energies. For non-interacting electrons in finitely many levels, this constrains how the electron numbers of the two models differ at a common Fermi energy.

**Q.** Derive it by hand.

**A.** First, let $f$ vanish up to $c$ and have no alternating string of $k+1$ energies starting positive. Then some polynomial $q\ne0$ of degree at most $k$ has $fq\le0$ everywhere and $q\ge0$ up to $c$.

For $k=0$, $f$ is never positive, so $q=1$ works. For the step to $k+1$, strings of $k+2$ energies are excluded. If $f$ is never positive, take $q=1$ again. Otherwise let $d\ge c$ be the infimum of the region where $f>0$, and let $g=0$ up to $d$ and $g=-f$ above. A string of $k+1$ energies for $g$ would lie above $d$, and a lower energy with $f>0$ would extend it to a forbidden string for $f$. So induction gives $r$ with $gr\le0$ and $r\ge0$ up to $d$. Take $q=(d-x)r$: below $d$, $f\le0\le q$; at $d$, $q=0$; above $d$, $fr\ge0$ and $d-x<0$.

Next, sort both spectra, with $i=0,\dots,n-1$. Suppose $Dq\le0$ everywhere for some $q=\sum_k q_kx^k\neq0$ of degree below $m$, and set
$$F(x)=\sum_{k=0}^{m-1}\frac{q_k}{k+1}x^{k+1},\qquad F'=q.$$
If $b_i<a_i$, then between them at most $i$ levels of $a$ but at least $i+1$ of $b$ are counted. So $D<0$, $q\ge0$, and $F(b_i)<F(a_i)$, strictly because $q$ has finitely many roots. If $a_i<b_i$, all signs reverse and again $F(b_i)<F(a_i)$. Hence $\sum_iF(a_i)>\sum_iF(b_i)$, but equal moments make these sums equal.

So $D$ has a string of $m$ energies starting positive and, exchanging $a$ and $b$, one starting negative. Their first energies differ, since $D$ has opposite signs there. Put the lower one before the other string: that makes $m+1$.

**Q.** What are "levels" in the code?

**A.** A function `Fin n → ℝ`, in any fixed energy unit, with degenerate levels repeated. Two spectra that are compared always have the same `n`. `levelCount` is $N$, without a spin factor, and `countingDiff` is $D$. In `Alternates`, only the first `k` entries of `E` matter.

In Lean 4 with Mathlib:

```lean
import Mathlib

open Polynomial

namespace LevelCountingMoments

noncomputable section

/-- The number of levels at or below the energy `x`, as a real number. -/
def levelCount {n : ℕ} (a : Fin n → ℝ) (x : ℝ) : ℝ :=
  ∑ i, if a i ≤ x then (1 : ℝ) else 0

/-- The difference of the level-counting functions of two spectra. -/
def countingDiff {n : ℕ} (a b : Fin n → ℝ) (x : ℝ) : ℝ :=
  levelCount a x - levelCount b x

/-- The first `k` energies of `E` increase, and `f` takes strictly alternating signs on them,
beginning with a positive value. -/
def Alternates (f : ℝ → ℝ) (k : ℕ) (E : ℕ → ℝ) : Prop :=
  (∀ i, i + 1 < k → E i < E (i + 1)) ∧ ∀ i, i < k → 0 < (-1 : ℝ) ^ i * f (E i)
```

**Q.** Where is the polynomial built?

**A.** The first lemma does the prepending; the given string of `-f` must start with a positive value of `-f`, as `Alternates` requires. The second is the induction, with `sInf` supplying $d$ and `lt_trichotomy` splitting the three cases around it.

```lean
/-- If `-f` has an alternating string of `k + 1` energies and `f` is positive at some energy below
the first of them, then `f` has an alternating string of `k + 2` energies. -/
theorem alternates_prepend {f g : ℝ → ℝ} (hfg : ∀ x, g x = -f x) {k : ℕ} {E : ℕ → ℝ} {e : ℝ}
    (he : 0 < f e) (hE : Alternates g (k + 1) E) (h : e < E 0) :
    ∃ E', Alternates f (k + 2) E' := by
  refine ⟨fun i => match i with
    | 0 => e
    | j + 1 => E j, ?_, ?_⟩
  · rintro (_ | i) hi
    · exact h
    · exact hE.1 i (by omega)
  · rintro (_ | i) hi
    · simpa using he
    · have h1 := hE.2 i (by omega)
      rw [hfg] at h1
      show 0 < (-1 : ℝ) ^ (i + 1) * f (E i)
      rw [pow_succ]
      linarith

/-- If `f` vanishes up to the energy `c` and has no alternating string of `k + 1` energies that
begins with a positive value, some nonzero polynomial of degree at most `k`, nonnegative up to `c`,
is nowhere of the same strict sign as `f`. -/
theorem exists_sign_polynomial (k : ℕ) (f : ℝ → ℝ) (c : ℝ) (hc : ∀ x ≤ c, f x = 0)
    (hf : ¬ ∃ E, Alternates f (k + 1) E) :
    ∃ q : ℝ[X], q ≠ 0 ∧ q.natDegree ≤ k ∧ (∀ x ≤ c, 0 ≤ q.eval x) ∧
      ∀ x, f x * q.eval x ≤ 0 := by
  induction k generalizing f c with
  | zero =>
    refine ⟨1, one_ne_zero, by simp, by simp, fun x => ?_⟩
    by_contra hx
    have hx' : 0 < f x := by simpa using hx
    refine hf ⟨fun _ => x, fun i hi => by omega, fun i hi => ?_⟩
    obtain rfl : i = 0 := by omega
    simpa using hx'
  | succ k ih =>
    by_cases hA : ∃ x, 0 < f x
    · -- `d` is the lower edge of the region where `f` is positive
      obtain ⟨d, hcd, hlow, hhigh⟩ : ∃ d, c ≤ d ∧ (∀ x < d, f x ≤ 0) ∧
          ∀ y, d < y → ∃ e, 0 < f e ∧ e < y := by
        have hb : ∀ x ∈ {x | 0 < f x}, c ≤ x := by
          intro x hx
          by_contra h
          have h0 := hc x (not_le.1 h).le
          have hx' : 0 < f x := hx
          linarith
        refine ⟨sInf {x | 0 < f x}, le_csInf hA hb, fun x hx => ?_, fun y hy => ?_⟩
        · by_contra h
          exact absurd (csInf_le ⟨c, hb⟩ (show x ∈ {x | 0 < f x} from not_le.1 h))
            (not_le.2 hx)
        · obtain ⟨e, he, hey⟩ := exists_lt_of_csInf_lt hA hy
          exact ⟨e, he, hey⟩
      obtain ⟨r, hr0, hrd, hrc, hr⟩ := ih (fun x => if x ≤ d then 0 else -f x) d
        (fun x hx => if_pos hx) (by
          rintro ⟨E, hE⟩
          have hd : ∀ i, i < k + 1 → d < E i := by
            intro i hi
            by_contra h
            have h1 := hE.2 i hi
            simp only [if_pos (not_lt.1 h), mul_zero, lt_irrefl] at h1
          obtain ⟨e, he, hlt⟩ := hhigh (E 0) (hd 0 (by omega))
          refine hf (alternates_prepend (g := fun x => -f x) (fun _ => rfl) he
            ⟨hE.1, fun i hi => ?_⟩ hlt)
          have h1 := hE.2 i hi
          simp only [if_neg (not_le.2 (hd i hi))] at h1
          exact h1)
      refine ⟨-((X - C d) * r), neg_ne_zero.2 (mul_ne_zero (X_sub_C_ne_zero d) hr0), ?_, ?_, ?_⟩
      · rw [natDegree_neg]
        have h1 := natDegree_mul_le (p := X - C d) (q := r)
        rw [natDegree_X_sub_C] at h1
        omega
      · intro x hx
        simp only [eval_neg, eval_mul, eval_sub, eval_X, eval_C]
        have h1 := mul_nonneg (sub_nonneg.2 (hx.trans hcd)) (hrc x (hx.trans hcd))
        linarith
      · intro x
        simp only [eval_neg, eval_mul, eval_sub, eval_X, eval_C]
        rcases lt_trichotomy x d with h | h | h
        · have h1 := mul_nonneg (sub_nonneg.2 h.le) (hrc x h.le)
          have h2 := mul_nonneg (neg_nonneg.2 (hlow x h)) h1
          linarith
        · subst h
          simp
        · have h1 := hr x
          simp only [if_neg (not_le.2 h)] at h1
          have h2 : 0 ≤ f x * r.eval x := by linarith
          have h3 := mul_nonneg (sub_nonneg.2 h.le) h2
          linarith
    · refine ⟨1, one_ne_zero, by simp, by simp, fun x => ?_⟩
      have hx : f x ≤ 0 := not_lt.1 fun h => hA ⟨x, h⟩
      simpa using hx
```

**Q.** And the moment argument?

**A.** `levelCount_lt` compares the counts between paired levels, and `primitive_lt` gives the strict change of $F$. In `exists_same_sign`, `hsum` and `hlt` are the two contradictory statements about the sums.

```lean
/-- For sorted spectra, at an energy between the `i`-th level of `b` and a higher `i`-th level
of `a`, fewer levels of `a` than of `b` have been counted. -/
theorem levelCount_lt {n : ℕ} {a b : Fin n → ℝ} (ha : Monotone a) (hb : Monotone b)
    {i : Fin n} {x : ℝ} (h1 : b i ≤ x) (h2 : x < a i) : levelCount a x < levelCount b x := by
  refine Finset.sum_lt_sum (fun j _ => ?_) ⟨i, Finset.mem_univ i, ?_⟩
  · by_cases hj : a j ≤ x
    · have hji : j ≤ i := by
        by_contra h
        have h3 := ha (not_le.1 h).le
        linarith
      rw [if_pos hj, if_pos ((hb hji).trans h1)]
    · rw [if_neg hj]
      split_ifs <;> norm_num
  · rw [if_neg (not_le.2 h2), if_pos h1]
    norm_num

/-- A primitive of a nonzero polynomial that is nonnegative between `u` and a higher `v` is strictly
larger at `v` than at `u`. -/
theorem primitive_lt {q : ℝ[X]} (hq : q ≠ 0) {F : ℝ → ℝ}
    (hF : ∀ x, HasDerivAt F (q.eval x) x) {u v : ℝ} (huv : u < v)
    (hpos : ∀ x ∈ Set.Ioo u v, 0 ≤ q.eval x) : F u < F v := by
  have hmono : MonotoneOn F (Set.Icc u v) := by
    refine monotoneOn_of_deriv_nonneg (convex_Icc u v)
      (fun x _ => (hF x).continuousAt.continuousWithinAt)
      (fun x _ => (hF x).differentiableAt.differentiableWithinAt) (fun x hx => ?_)
    rw [interior_Icc] at hx
    rw [(hF x).deriv]
    exact hpos x hx
  have hu : u ∈ Set.Icc u v := ⟨le_rfl, huv.le⟩
  have hv : v ∈ Set.Icc u v := ⟨huv.le, le_rfl⟩
  refine lt_of_le_of_ne (hmono hu hv huv.le) fun heq => hq ?_
  -- otherwise the primitive is constant and the polynomial has infinitely many roots
  refine Polynomial.eq_zero_of_infinite_isRoot q ((Set.Ioo_infinite huv).mono fun x hx => ?_)
  have hev : F =ᶠ[nhds x] fun _ => F u := by
    filter_upwards [isOpen_Ioo.mem_nhds hx] with y hy
    have hy' : y ∈ Set.Icc u v := ⟨hy.1.le, hy.2.le⟩
    exact le_antisymm ((hmono hy' hv hy.2.le).trans heq.ge) (hmono hu hy' hy.1.le)
  exact (hF x).unique ((hasDerivAt_const x (F u)).congr_of_eventuallyEq hev)

/-- If two different sorted spectra share their moments of orders 1 to `m`, every nonzero
polynomial of degree below `m` has the same strict sign as the counting difference somewhere. -/
theorem exists_same_sign {n m : ℕ} {a b : Fin n → ℝ} (ha : Monotone a) (hb : Monotone b)
    (hne : a ≠ b) (hmom : ∀ k ∈ Finset.Icc 1 m, ∑ i, a i ^ k = ∑ i, b i ^ k)
    {q : ℝ[X]} (hq : q ≠ 0) (hdeg : q.natDegree < m) :
    ∃ x, 0 < countingDiff a b x * q.eval x := by
  by_contra hcon
  have hle : ∀ x, ¬ 0 < countingDiff a b x * q.eval x := fun x h => hcon ⟨x, h⟩
  let F : ℝ → ℝ := fun x => ∑ k ∈ Finset.range m, q.coeff k / ((k : ℝ) + 1) * x ^ (k + 1)
  have hF : ∀ x, HasDerivAt F (q.eval x) x := by
    intro x
    rw [Polynomial.eval_eq_sum_range' hdeg]
    refine HasDerivAt.fun_sum fun k _ => ?_
    refine ((hasDerivAt_pow (k + 1) x).const_mul (q.coeff k / ((k : ℝ) + 1))).congr_deriv ?_
    have hk : (k : ℝ) + 1 ≠ 0 := by positivity
    rw [Nat.add_sub_cancel]
    push_cast
    field_simp
  -- equal moments give equal sums of the primitive over the levels
  have key : ∀ c : Fin n → ℝ, ∑ i, F (c i) =
      ∑ k ∈ Finset.range m, q.coeff k / ((k : ℝ) + 1) * ∑ i, c i ^ (k + 1) := by
    intro c
    simp only [F, Finset.mul_sum]
    exact Finset.sum_comm
  have hsum : ∑ i, F (a i) = ∑ i, F (b i) := by
    rw [key, key]
    refine Finset.sum_congr rfl fun k hk => ?_
    have hk' := Finset.mem_range.1 hk
    rw [hmom (k + 1) (Finset.mem_Icc.2 ⟨by omega, by omega⟩)]
  -- but every shifted level raises the sum
  have hup : ∀ i, a i ≠ b i → F (b i) < F (a i) := by
    intro i hi
    rcases lt_or_gt_of_ne hi with h | h
    · have h1 := primitive_lt (q := -q) (F := fun x => -F x) (neg_ne_zero.2 hq)
        (fun x => by rw [Polynomial.eval_neg]; exact (hF x).fun_neg) h (fun x hx => by
          rw [Polynomial.eval_neg]
          by_contra hneg
          have h2 := levelCount_lt hb ha hx.1.le hx.2
          exact hle x (mul_pos (sub_pos.2 h2) (by linarith)))
      exact neg_lt_neg_iff.1 h1
    · refine primitive_lt hq hF h fun x hx => ?_
      by_contra hneg
      have h2 := levelCount_lt ha hb hx.1.le hx.2
      exact hle x (mul_pos_of_neg_of_neg (sub_neg.2 h2) (not_le.1 hneg))
  obtain ⟨j, hj⟩ := Function.ne_iff.1 hne
  have hlt : ∑ i, F (b i) < ∑ i, F (a i) := by
    refine Finset.sum_lt_sum (fun i _ => ?_) ⟨j, Finset.mem_univ j, hup j hj⟩
    by_cases h : a i = b i
    · rw [h]
    · exact (hup i h).le
  exact hlt.ne hsum.symm
```

**Q.** My eigenvalues may not arrive sorted.

**A.** They needn't. `exists_alternates` sorts them, using that permutations change neither moments nor counts. The lemma after it turns a string into products of neighbouring values.

```lean
/-- Two different spectra with equal moments of orders 1 to `k + 1` have a counting difference
that alternates on some `k + 1` increasing energies, beginning with a positive value. -/
theorem exists_alternates {n k : ℕ} (a b : Fin n → ℝ)
    (hne : ¬ ∃ σ : Equiv.Perm (Fin n), a = b ∘ σ)
    (hmom : ∀ j ∈ Finset.Icc 1 (k + 1), ∑ i, a i ^ j = ∑ i, b i ^ j) :
    ∃ E, Alternates (countingDiff a b) (k + 1) E := by
  by_contra hE
  obtain ⟨A, hA⟩ := (Set.finite_range a).bddBelow
  obtain ⟨B, hB⟩ := (Set.finite_range b).bddBelow
  have hc : ∀ x ≤ min A B - 1, countingDiff a b x = 0 := by
    intro x hx
    have h1 := min_le_left A B
    have h2 := min_le_right A B
    have ha : levelCount a x = 0 := Finset.sum_eq_zero fun i _ => if_neg (not_le.2 (by
      have h3 := hA (Set.mem_range_self i)
      linarith))
    have hb : levelCount b x = 0 := Finset.sum_eq_zero fun i _ => if_neg (not_le.2 (by
      have h3 := hB (Set.mem_range_self i)
      linarith))
    rw [countingDiff, ha, hb, sub_zero]
  obtain ⟨q, hq, hdeg, -, hsign⟩ := exists_sign_polynomial k _ _ hc hE
  -- sorting the levels changes neither the moments nor the counting functions
  have hperm : ∀ (c : Fin n → ℝ) (σ : Equiv.Perm (Fin n)) (x : ℝ),
      levelCount (c ∘ σ) x = levelCount c x := fun c σ x =>
    Equiv.sum_comp σ (fun i => if c i ≤ x then (1 : ℝ) else 0)
  have hpow : ∀ (c : Fin n → ℝ) (σ : Equiv.Perm (Fin n)) (j : ℕ),
      ∑ i, (c ∘ σ) i ^ j = ∑ i, c i ^ j := fun c σ j =>
    Equiv.sum_comp σ (fun i => c i ^ j)
  obtain ⟨x, hx⟩ := exists_same_sign (m := k + 1) (Tuple.monotone_sort a)
    (Tuple.monotone_sort b) (fun h => hne ⟨(Tuple.sort a).symm.trans (Tuple.sort b), by
      funext i
      have h1 := congrFun h ((Tuple.sort a).symm i)
      simpa using h1⟩)
    (fun j hj => by rw [hpow, hpow]; exact hmom j hj) hq (by omega)
  rw [countingDiff, hperm, hperm] at hx
  exact absurd hx (not_lt.2 (hsign x))

/-- An alternating string of `m + 1` energies is strictly increasing, and `f` has opposite
strict signs at any two consecutive ones. -/
theorem Alternates.consecutive {f : ℝ → ℝ} {m : ℕ} {E : ℕ → ℝ} (hE : Alternates f (m + 1) E) :
    StrictMono (fun i : Fin (m + 1) => E i) ∧
      ∀ i : Fin m, f (E i) * f (E (i + 1)) < 0 := by
  refine ⟨Fin.strictMono_iff_lt_succ.2 fun i => hE.1 i (by have := i.2; omega), fun i => ?_⟩
  have h1 := hE.2 i (by have := i.2; omega)
  have h2 := hE.2 (i + 1) (by have := i.2; omega)
  rw [pow_succ] at h2
  rcases neg_one_pow_eq_or ℝ (i : ℕ) with h | h <;> rw [h] at h1 h2 <;>
    nlinarith [mul_pos h1 h2]
```

**Q.** Does the final statement say what I care about, the band energy against filling?

**A.** No. It compares electron counts at equal energy; structural-stability arguments, for which the theorem is usually quoted, compare band energies at equal filling, and that step is absent here. `hne` says that no relabelling turns one spectrum into the other. `hmom` equates the unnormalised moments, which for a Hamiltonian matrix $H$ in an orthonormal basis are $\mathrm{Tr}\,H^k$; order zero agrees because both spectra have $n$ levels. A negative product means opposite strict signs at neighbouring energies.

```lean
/-- **Ducastelle–Cyrot-Lackmann theorem for discrete levels.** If two different spectra of `n`
levels have equal moments of orders 1 to `m`, their level-counting functions differ with strictly
alternating signs at some `m + 1` increasing energies. -/
theorem ducastelle_cyrotLackmann {n m : ℕ} (hm : 1 ≤ m) (a b : Fin n → ℝ)
    (hne : ¬ ∃ σ : Equiv.Perm (Fin n), a = b ∘ σ)
    (hmom : ∀ k ∈ Finset.Icc 1 m, ∑ i, a i ^ k = ∑ i, b i ^ k) :
    ∃ E : Fin (m + 1) → ℝ, StrictMono E ∧
      ∀ i : Fin m, countingDiff a b (E i.castSucc) * countingDiff a b (E i.succ) < 0 := by
  obtain ⟨k, rfl⟩ : ∃ k, m = k + 1 := ⟨m - 1, by omega⟩
  have hswap : ∀ x, countingDiff b a x = -countingDiff a b x := fun x => by
    simp only [countingDiff]; ring
  have hswap' : ∀ x, countingDiff a b x = -countingDiff b a x := fun x => by
    simp only [countingDiff]; ring
  -- strings of `m` energies exist with either starting sign
  obtain ⟨P, hP⟩ := exists_alternates a b hne hmom
  obtain ⟨Q, hQ⟩ := exists_alternates b a (fun ⟨σ, h⟩ => hne ⟨σ.symm, by
    funext i
    simp [h]⟩) (fun j hj => (hmom j hj).symm)
  have hP0 : 0 < countingDiff a b (P 0) := by simpa using hP.2 0 (by omega)
  have hQ0 : 0 < countingDiff b a (Q 0) := by simpa using hQ.2 0 (by omega)
  -- the lower of the two first energies extends the other string
  rcases lt_trichotomy (P 0) (Q 0) with h | h | h
  · obtain ⟨E, hE⟩ := alternates_prepend hswap hP0 hQ h
    exact ⟨fun i => E i, hE.consecutive.1, hE.consecutive.2⟩
  · rw [h] at hP0
    rw [hswap] at hQ0
    linarith
  · obtain ⟨E, hE⟩ := alternates_prepend hswap' hQ0 hP h
    refine ⟨fun i => E i, hE.consecutive.1, fun i => ?_⟩
    have h1 := hE.consecutive.2 i
    rw [hswap, hswap, neg_mul_neg] at h1
    exact h1
```

**Q.** A solid has a continuous density of states.

**A.** Modelling spectra as measures with equal total weight and finite moments would include it. Relabelling would disappear from the hypotheses, and integration by parts would replace the pairing of sorted levels.

**Q.** How would I use this in code?

**A.** As a check on two diagonalisations. Merge the eigenvalues in order, add 1 for each $a$ level and subtract 1 for each $b$ level, grouping values equal within tolerance. Then count sign changes of the running sum, ignoring zeros. For different spectra with equally many levels, fewer than $m$ means that the moments don't match, the eigenvalues are wrong or the tolerance has merged distinct levels. For $\{0,4,5\}$ and $\{1,2,6\}$, where $m=2$, the sum runs $1,0,-1,0,1,0$: two changes.

**Q.** Could two equal moments guarantee more?

**A.** Not in general: this pair alternates at three energies but never at four.

```lean
/-- The spectra `{0, 4, 5}` and `{1, 2, 6}` are different and have equal first and second
moments. -/
theorem equal_moments_witness :
    (¬ ∃ σ : Equiv.Perm (Fin 3), (![0, 4, 5] : Fin 3 → ℝ) = ![1, 2, 6] ∘ σ) ∧
      ∀ k ∈ Finset.Icc 1 2,
        ∑ i, (![0, 4, 5] : Fin 3 → ℝ) i ^ k = ∑ i, (![1, 2, 6] : Fin 3 → ℝ) i ^ k := by
  constructor
  · rintro ⟨σ, h⟩
    have h0 : (0 : ℝ) = (![1, 2, 6] : Fin 3 → ℝ) (σ 0) := congrFun h 0
    generalize σ 0 = j at h0
    fin_cases j <;> norm_num at h0
  · intro k hk
    have hk' := Finset.mem_Icc.1 hk
    obtain rfl | rfl : k = 1 ∨ k = 2 := by omega
    · simp only [Fin.sum_univ_three]
      show (0 : ℝ) ^ 1 + 4 ^ 1 + 5 ^ 1 = 1 ^ 1 + 2 ^ 1 + 6 ^ 1
      norm_num
    · simp only [Fin.sum_univ_three]
      show (0 : ℝ) ^ 2 + 4 ^ 2 + 5 ^ 2 = 1 ^ 2 + 2 ^ 2 + 6 ^ 2
      norm_num

/-- The counting difference of the spectra `{0, 4, 5}` and `{1, 2, 6}` does not alternate in sign
at any four increasing energies. -/
theorem no_four_alternations :
    ¬ ∃ E : Fin 4 → ℝ, StrictMono E ∧ ∀ i : Fin 3,
      countingDiff ![0, 4, 5] ![1, 2, 6] (E i.castSucc) *
        countingDiff ![0, 4, 5] ![1, 2, 6] (E i.succ) < 0 := by
  have hD : ∀ x : ℝ, countingDiff ![0, 4, 5] ![1, 2, 6] x =
      ((if (0 : ℝ) ≤ x then (1 : ℝ) else 0) + (if (4 : ℝ) ≤ x then (1 : ℝ) else 0) +
        (if (5 : ℝ) ≤ x then (1 : ℝ) else 0)) -
      ((if (1 : ℝ) ≤ x then (1 : ℝ) else 0) + (if (2 : ℝ) ≤ x then (1 : ℝ) else 0) +
        (if (6 : ℝ) ≤ x then (1 : ℝ) else 0)) := by
    intro x
    simp only [countingDiff, levelCount, Fin.sum_univ_three]
    rfl
  -- positive only below 1 or from 5 on, negative only between 2 and 4
  have hp : ∀ x : ℝ, 0 < countingDiff ![0, 4, 5] ![1, 2, 6] x → x < 1 ∨ 5 ≤ x := by
    intro x h
    rw [hD] at h
    by_contra hc
    obtain ⟨h1, h2⟩ := not_or.1 hc
    split_ifs at h <;> linarith
  have hn : ∀ x : ℝ, countingDiff ![0, 4, 5] ![1, 2, 6] x < 0 → 2 ≤ x ∧ x < 4 := by
    intro x h
    rw [hD] at h
    constructor <;> by_contra hc <;> split_ifs at h <;> linarith
  rintro ⟨E, hE, hs⟩
  have e01 : E 0 < E 1 := hE (by decide)
  have e12 : E 1 < E 2 := hE (by decide)
  have e23 : E 2 < E 3 := hE (by decide)
  have s0 : countingDiff ![0, 4, 5] ![1, 2, 6] (E 0) *
    countingDiff ![0, 4, 5] ![1, 2, 6] (E 1) < 0 := hs 0
  have s1 : countingDiff ![0, 4, 5] ![1, 2, 6] (E 1) *
    countingDiff ![0, 4, 5] ![1, 2, 6] (E 2) < 0 := hs 1
  have s2 : countingDiff ![0, 4, 5] ![1, 2, 6] (E 2) *
    countingDiff ![0, 4, 5] ![1, 2, 6] (E 3) < 0 := hs 2
  rcases mul_neg_iff.1 s0 with ⟨p0, n1⟩ | ⟨n0, p1⟩
  · rcases mul_neg_iff.1 s1 with ⟨p1, _⟩ | ⟨_, p2⟩
    · linarith
    · rcases mul_neg_iff.1 s2 with ⟨_, n3⟩ | ⟨n2, _⟩
      · have h1 := hn _ n1
        have h3 := hn _ n3
        rcases hp _ p2 with h | h <;> linarith [h1.1, h3.2]
      · linarith
  · rcases mul_neg_iff.1 s1 with ⟨_, n2⟩ | ⟨n1, _⟩
    · have h0 := hn _ n0
      have h2 := hn _ n2
      rcases hp _ p1 with h | h <;> linarith [h0.1, h2.2]
    · linarith

end

end LevelCountingMoments
```

```lean
#print axioms LevelCountingMoments.ducastelle_cyrotLackmann
#print axioms LevelCountingMoments.no_four_alternations
```

```
'LevelCountingMoments.ducastelle_cyrotLackmann' depends on axioms: [propext, Classical.choice, Quot.sound]
'LevelCountingMoments.no_four_alternations' depends on axioms: [propext, Classical.choice, Quot.sound]
```
